# Closed four-step walks on \(\mathbb{Z}^d\) number \(12d^2-6d\), which fixes the fourth local moment of nearest-neighbour hopping

A walk count on a lattice needs a decision about the lattice and about what a walk is. Here the lattice is the infinite grid \(\mathbb{Z}^d\), without boundary or periodic identification, and a walk is an ordered list of hops, each specified by an axis and a sign. With these conventions the number of four-step walks from the origin back to it is \(12d^2-6d\) for every natural number \(d\). For the Hamiltonian \(H\) in an orthonormal basis with one orbital per site, a uniform real nearest-neighbour hopping amplitude \(t\) and zero on-site energy, the diagonal element of \(H^4\) at any site is \(t^4(12d^2-6d)\).

The infinite lattice matters. On a periodic ring of four sites, the two walks that go once round the ring also close, and the count is 8 where the infinite chain has 6.

In this non-interacting, one-orbital model the diagonal elements of \(H^n\) are the moments of the local density of states, whose lowest members determine the leading coefficients of the recursion (continued-fraction) expansion and enter moment-based bond-order expansions. The ring count, that spectral reading and the later counter-examples are side remarks that no theorem below states.

## Sites, hops and closed walks

```lean
import Mathlib

open Finset

namespace HypercubicMoments

noncomputable section
```

A site \(x\) is a list of \(d\) integer coordinates \(x_0,\dots,x_{d-1}\), in units of the lattice constant.

```lean
/-- A site of the integer lattice `ℤ^d`. -/
abbrev Site (d : ℕ) := Fin d → ℤ
```

A hop \(a=(i,\sigma)\) consists of an axis \(i\in\{0,\dots,d-1\}\) and a sign \(\sigma=\pm1\), stored as a Boolean with `true` for \(+1\). There are \(2d\) hops.

```lean
/-- A nearest-neighbour hop: a coordinate axis and a direction along it. -/
abbrev Step (d : ℕ) := Fin d × Bool
```

With \(\mathbf{u}_i\) the unit vector of axis \(i\), the displacement of the hop is \(\Delta(a)=\sigma\,\mathbf{u}_i\). Its coordinate \(m\) equals \(\sigma\) when \(m=i\) and zero otherwise.

```lean
/-- The displacement of a hop: plus or minus the unit vector of its axis. -/
def step {d : ℕ} (a : Step d) : Site d :=
  fun m => if a.1 = m then (if a.2 then 1 else -1) else 0
```

The reverse hop \(\bar a=(i,-\sigma)\) keeps the axis and flips the sign.

```lean
/-- The hop along the same axis in the opposite direction. -/
def rev {d : ℕ} (a : Step d) : Step d := (a.1, !a.2)
```

An \(n\)-step walk is a sequence \(w=(w_0,\dots,w_{n-1})\) of hops, and it is closed when \(\Delta(w_0)+\dots+\Delta(w_{n-1})=0\). Order counts, sites may be revisited, and immediate backtracking is allowed. Different hops have different displacements, so a list of hops and the list of sites that it visits from the origin carry the same information. The number of closed walks, `(closedWalks d n).card`, is written \(W_n\).

```lean
/-- The ordered sequences of `n` hops on `ℤ^d` with zero total displacement, that is the
`n`-step walks from the origin back to the origin. -/
def closedWalks (d n : ℕ) : Finset (Fin n → Step d) :=
  univ.filter fun w => ∑ i, step (w i) = 0
```

## The hopping Hamiltonian and its local moments

On a real amplitude \(\psi\) defined on the lattice, the Hamiltonian acts as
\[
(H\psi)(x)=t\sum_{a}\psi\bigl(x+\Delta(a)\bigr).
\]
The constant \(t\) is the matrix element between orbitals on neighbouring sites, the same on every bond and along every axis. It is an arbitrary real number, so the convention with \(-t\) is included. The missing diagonal term means that all orbitals have the same energy, taken as zero. The sum has \(2d\) terms, so \(H\) is a linear map on all real functions on \(\mathbb{Z}^d\), and its powers need no convergence argument. No inner product, spectrum or density of states is constructed.

```lean
/-- The nearest-neighbour hopping Hamiltonian with amplitude `t` and zero on-site energy,
acting on real amplitudes on the lattice. -/
def hop (d : ℕ) (t : ℝ) : Module.End ℝ (Site d → ℝ) where
  toFun ψ := fun x => t * ∑ a : Step d, ψ (x + step a)
  map_add' ψ φ := by
    funext x
    simp only [Pi.add_apply, Finset.sum_add_distrib, mul_add]
  map_smul' c ψ := by
    funext x
    simp only [Pi.smul_apply, smul_eq_mul, RingHom.id_apply, Finset.mul_sum]
    exact Finset.sum_congr rfl fun _ _ => by ring
```

The orbital \(\phi_x\) has amplitude 1 on site \(x\) and 0 elsewhere, so it is already normalised.

```lean
/-- The orbital localised on site `x`. -/
def orbital {d : ℕ} (x : Site d) : Site d → ℝ := fun y => if y = x then 1 else 0
```

The \(n\)-th local moment is \(\mu_n(x)=(H^n\phi_x)(x)\). Reading off the amplitude at \(x\) is the projection on \(\phi_x\), so this is \(\langle x|H^n|x\rangle\) in an orthonormal site basis.

```lean
/-- The `n`-th local moment at site `x`: the diagonal element `⟨x|Hⁿ|x⟩`. -/
def moment (d : ℕ) (t : ℝ) (n : ℕ) (x : Site d) : ℝ := (hop d t ^ n) (orbital x) x
```

## Which hops cancel

Flipping the sign gives \(\Delta(\bar a)=-\Delta(a)\). The proof compares the two vectors at each coordinate \(m\), for \(i=m\) and \(i\ne m\) and for both signs.

```lean
/-- The reversed hop has the opposite displacement. -/
theorem step_rev {d : ℕ} (a : Step d) : step (rev a) = -step a := by
  obtain ⟨i, s⟩ := a
  funext m
  by_cases h : i = m <;> cases s <;> simp [step, rev, h]
```

Two hops cancel exactly when the second reverses the first:
\[
\Delta(a)+\Delta(b)=0\iff b=\bar a .
\]
Suppose the sum vanishes and look at coordinate \(i\), the axis of \(a=(i,\sigma)\). There \(\sigma+\Delta(b)_i=0\). If \(b\) lies along another axis, this reads \(\sigma=0\), which is false. So \(b\) lies along \(i\) with sign \(-\sigma\). In Lean `congrFun h a.1` extracts this coordinate, and the case split runs over whether the axes agree and over the two signs. The converse is `step_rev`.

```lean
/-- Two hops have zero total displacement exactly when the second reverses the first. -/
theorem two_step_iff {d : ℕ} (a b : Step d) : step a + step b = 0 ↔ b = rev a := by
  constructor
  · intro h
    have h1 := congrFun h a.1
    clear h
    revert h1
    obtain ⟨i, s⟩ := a
    obtain ⟨j, t⟩ := b
    by_cases hj : j = i <;> cases s <;> cases t <;> simp [step, rev, hj]
  · rintro rfl
    rw [step_rev]
    exact add_neg_cancel _
```

Four hops \(a,b,c,e\) cancel exactly when one of three pairings holds:
\[
A:\ b=\bar a,\ e=\bar c;\qquad B:\ c=\bar a,\ e=\bar b;\qquad C:\ e=\bar a,\ c=\bar b .
\]
Along the axis of \(a=(i,\sigma)\) the condition is \(\sigma+\Delta(b)_i+\Delta(c)_i+\Delta(e)_i=0\), and each of the last three terms is \(0\), \(\sigma\) or \(-\sigma\). If none equals \(-\sigma\), the sum is \(\sigma\) times a positive integer and does not vanish. Hence one of \(b,c,e\) equals \(\bar a\). This is `partner`, obtained by enumerating the \(2^3\) ways in which \(b,c,e\) lie on or off axis \(i\) and the \(2^4\) signs. If the partner is \(b\), then \(\Delta(a)+\Delta(b)=0\) leaves \(\Delta(c)+\Delta(e)=0\), so \(e=\bar c\) by the two-hop result, which is pairing \(A\). The partners \(c\) and \(e\) give \(B\) and \(C\) in the same way, with `linear_combination h` removing the cancelled pair. Conversely, each pairing makes the four displacements cancel two by two.

```lean
/-- Four hops have zero total displacement exactly when they split into two pairs of mutually
reverse hops, in one of the three possible pairings. -/
theorem four_step_iff {d : ℕ} (a b c e : Step d) :
    step a + step b + step c + step e = 0 ↔
      (e = rev c ∧ b = rev a) ∨ (e = rev b ∧ c = rev a) ∨ (e = rev a ∧ c = rev b) := by
  constructor
  · intro h
    -- along the axis of the first hop, some later hop must undo it
    have partner : b = rev a ∨ c = rev a ∨ e = rev a := by
      have h1 := congrFun h a.1
      clear h
      revert h1
      obtain ⟨i, s⟩ := a
      obtain ⟨j, t⟩ := b
      obtain ⟨k, u⟩ := c
      obtain ⟨l, v⟩ := e
      by_cases hj : j = i <;> by_cases hk : k = i <;> by_cases hl : l = i <;>
        cases s <;> cases t <;> cases u <;> cases v <;> simp [step, rev, hj, hk, hl]
    -- the two remaining hops then cancel each other
    rcases partner with h1 | h1 | h1
    · refine Or.inl ⟨(two_step_iff c e).1 ?_, h1⟩
      rw [h1, step_rev] at h
      linear_combination h
    · refine Or.inr (Or.inl ⟨(two_step_iff b e).1 ?_, h1⟩)
      rw [h1, step_rev] at h
      linear_combination h
    · refine Or.inr (Or.inr ⟨h1, (two_step_iff b c).1 ?_⟩)
      rw [h1, step_rev] at h
      linear_combination h
  · rintro (⟨h1, h2⟩ | ⟨h1, h2⟩ | ⟨h1, h2⟩) <;> rw [h1, h2, step_rev, step_rev] <;> abel
```

The step from a coordinate sum to a partner uses integer arithmetic. Modulo 4 the sum \(\sigma+\sigma+\sigma+\sigma\) vanishes with no reverse hop present, which is the source of the two extra walks on the four-site ring.

## Counting a union of three conditions

The pairings overlap, so adding their counts overcounts. Let \(\chi(P)\) be 1 if the condition \(P\) holds and 0 otherwise. If \(P\) is equivalent to \(A\vee B\vee C\) and the three never hold together, then
\[
\chi(P)=\chi(A)+\chi(B)+\chi(C)-\chi(A\wedge B)-\chi(A\wedge C)-\chi(B\wedge C).
\]
With none true both sides are 0, with one true the right side is \(1-0\), and with two true it is \(2-1\). The lemma takes the overlaps as separate propositions `AB`, `AC`, `BC`, equivalent to the conjunctions, so that they can later be supplied in a form convenient for summation. Its proof substitutes the equivalences and goes through the eight truth assignments, one of which is excluded by `h`.

```lean
/-- Inclusion-exclusion for indicators: if three conditions never hold all at once, the
indicator of their union is the sum of the three indicators minus those of the pairwise overlaps. -/
theorem indicator_three (P A B C AB AC BC : Prop) [Decidable P] [Decidable A] [Decidable B]
    [Decidable C] [Decidable AB] [Decidable AC] [Decidable BC] (hP : P ↔ A ∨ B ∨ C)
    (h1 : A ∧ B ↔ AB) (h2 : A ∧ C ↔ AC) (h3 : B ∧ C ↔ BC) (h : ¬(A ∧ B ∧ C)) :
    (if P then (1 : ℝ) else 0) =
      (if A then 1 else 0) + (if B then 1 else 0) + (if C then 1 else 0)
        - (if AB then 1 else 0) - (if AC then 1 else 0) - (if BC then 1 else 0) := by
  obtain rfl := propext hP
  obtain rfl := propext h1
  obtain rfl := propext h2
  obtain rfl := propext h3
  by_cases hA : A <;> by_cases hB : B <;> by_cases hC : C
  · exact (h ⟨hA, hB, hC⟩).elim
  all_goals simp [hA, hB, hC]
```

The excluded case is the one where the identity fails: with \(A,B,C\) all true the left side is 1 and the right side is \(3-3=0\). It would arise for a hop equal to its own reverse, such as an on-site term regarded as a step of zero displacement. A single site with energy \(\varepsilon\) has fourth moment \(\varepsilon^4\), from one walk that satisfies all three pairings.

## Moments as sums over walks

For every amplitude \(\psi\) and site \(x\),
\[
(H^n\psi)(x)=t^n\sum_{w}\psi\bigl(x+\Delta(w_0)+\dots+\Delta(w_{n-1})\bigr),
\]
the sum running over all \((2d)^n\) sequences of \(n\) hops. For \(n=0\) there is one empty sequence and both sides are \(\psi(x)\). For the induction write \(H^{n+1}=H\,H^n\), so that
\[
(H^{n+1}\psi)(x)=t\sum_a (H^n\psi)\bigl(x+\Delta(a)\bigr)=t^{n+1}\sum_a\sum_w\psi\bigl(x+\Delta(a)+\Delta(w_0)+\dots+\Delta(w_{n-1})\bigr).
\]
A pair \((a,w)\) is the same thing as a sequence of \(n+1\) hops with first hop \(a\). The formula is `path`, and the regrouping is `hc`, with `Fin.cons a w` the sequence that starts with \(a\). The induction hypothesis is used at the shifted site \(x+\Delta(a)\), so it is kept general in \(x\). Setting \(\psi=\phi_x\) retains the terms with zero total displacement, and
\[
\mu_n(x)=t^nW_n
\]
for all \(d\), \(t\), \(n\) and \(x\). The right side does not depend on \(x\).

```lean
/-- The `n`-th local moment at any site is `tⁿ` times the number of closed `n`-step walks. -/
theorem moment_eq_walks (d : ℕ) (t : ℝ) (n : ℕ) (x : Site d) :
    moment d t n x = t ^ n * (closedWalks d n).card := by
  -- `Hⁿ` is a sum over all `n`-step walks
  have path : ∀ (n : ℕ) (ψ : Site d → ℝ) (x : Site d), (hop d t ^ n) ψ x =
      t ^ n * ∑ w : Fin n → Step d, ψ (x + ∑ i, step (w i)) := by
    intro n ψ
    induction n with
    | zero => intro x; simp
    | succ n ih =>
      intro x
      have hc : ∀ f : (Fin (n + 1) → Step d) → ℝ, ∑ w, f w =
          ∑ a : Step d, ∑ w : Fin n → Step d, f (Fin.cons a w : Fin (n + 1) → Step d) :=
        fun f => ((Fin.consEquiv fun _ : Fin (n + 1) => Step d).sum_comp f).symm.trans
          (Fintype.sum_prod_type _)
      rw [pow_succ' (hop d t), Module.End.mul_apply]
      show t * ∑ a : Step d, (hop d t ^ n) ψ (x + step a) = _
      simp only [ih]
      rw [← Finset.mul_sum, ← mul_assoc, ← pow_succ', hc]
      simp only [Fin.sum_univ_succ, Fin.cons_zero, Fin.cons_succ, add_assoc]
  unfold moment closedWalks
  rw [path, Finset.card_filter, Nat.cast_sum]
  refine congrArg _ (Finset.sum_congr rfl fun w _ => ?_)
  by_cases h : ∑ i, step (w i) = 0 <;> simp [orbital, h]
```

## The second moment

Applying \(H\) twice to \(\phi_x\) and using the two-hop result,
\[
\mu_2(x)=t\sum_a t\sum_b\chi\bigl(x+\Delta(a)+\Delta(b)=x\bigr)=t^2\sum_a\sum_b\chi(b=\bar a)=2d\,t^2 .
\]
The first equality is `hm`, the replacement of the condition is `key`, and the sum over \(b\) collapses to 1 for each of the \(2d\) hops \(a\).

```lean
/-- The second local moment is `2d t²` at every site. -/
theorem second_moment (d : ℕ) (t : ℝ) (x : Site d) : moment d t 2 x = t ^ 2 * (2 * d) := by
  have hm : moment d t 2 x = t * ∑ a : Step d, t * ∑ b : Step d,
      if x + step a + step b = x then (1 : ℝ) else 0 := by
    unfold moment
    rw [pow_two]
    rfl
  have key : ∀ a b : Step d, x + step a + step b = x ↔ b = rev a := fun a b =>
    Iff.trans (by constructor <;> intro h <;> linear_combination h) (two_step_iff a b)
  rw [hm]
  simp only [key, Finset.sum_ite_eq', Finset.mem_univ, if_true, Finset.sum_const,
    Finset.card_univ, Fintype.card_prod, Fintype.card_fin, Fintype.card_bool, nsmul_eq_mul]
  push_cast
  ring
```

## The fourth moment

Applying \(H\) four times gives
\[
\mu_4(x)=t^4\sum_{a,b,c,e}\chi\bigl(x+\Delta(a)+\Delta(b)+\Delta(c)+\Delta(e)=x\bigr),
\]
and the condition is \(A\vee B\vee C\). Each pairing leaves two hops free and fixes the other two, so it holds for \((2d)^2\) sequences. The overlaps follow from \(\bar{\bar a}=a\). Under \(A\wedge B\), \(b=c=\bar a\) and \(e=\bar c=a\). Under \(A\wedge C\), \(b=e=\bar a\) and \(c=\bar b=a\). Under \(B\wedge C\), \(c=e=\bar a\), and \(\bar b=e\) gives \(b=a\). The sequences \((a,b,c,e)\) are therefore
\[
A\wedge B:\ (a,\bar a,\bar a,a),\qquad A\wedge C:\ (a,\bar a,a,\bar a),\qquad B\wedge C:\ (a,a,\bar a,\bar a),
\]
with \(2d\) sequences in each family. All three together would need \(c=\bar a\) from \(B\) and \(c=\bar b=a\) from \(C\) and \(A\), so \(a=\bar a\), which is impossible. Therefore
\[
\mu_4(x)=t^4\bigl(3(2d)^2-3\cdot 2d\bigr)=t^4(12d^2-6d).
\]
In Lean `rr` and `rne` are \(\bar{\bar a}=a\) and \(\bar a\neq a\), and `hm` is the fourfold sum. The step `key` applies `indicator_three`, whose five conditions are the pairing equivalence, the three overlap families in the order above, and the exclusion of a triple overlap. In `S` the six indicators are summed separately; each constrained hop collapses and each free hop contributes \(2d\). The theorem holds for all real \(t\) and all \(d\), including \(d=0\), where there are no hops and both sides vanish.

```lean
/-- The fourth local moment is `t⁴ (12d² - 6d)` at every site. -/
theorem fourth_moment (d : ℕ) (t : ℝ) (x : Site d) :
    moment d t 4 x = t ^ 4 * (12 * (d : ℝ) ^ 2 - 6 * d) := by
  have rr : ∀ a : Step d, rev (rev a) = a := fun a => by simp [rev]
  have rne : ∀ a : Step d, rev a ≠ a := fun a h => by simpa [rev] using congrArg Prod.snd h
  have h4 : hop d t ^ 4 = hop d t * hop d t * hop d t * hop d t := by
    rw [show (4 : ℕ) = 1 + 1 + 1 + 1 from rfl, pow_succ, pow_succ, pow_succ, pow_one]
  have hm : moment d t 4 x = t * ∑ a : Step d, t * ∑ b : Step d, t * ∑ c : Step d,
      t * ∑ e : Step d, if x + step a + step b + step c + step e = x then (1 : ℝ) else 0 := by
    unfold moment
    rw [h4]
    rfl
  -- three pairings, minus the back-and-forth walks along one axis counted twice
  have key : ∀ a b c e : Step d,
      (if x + step a + step b + step c + step e = x then (1 : ℝ) else 0) =
        (if e = rev c ∧ b = rev a then 1 else 0) + (if e = rev b ∧ c = rev a then 1 else 0)
          + (if e = rev a ∧ c = rev b then 1 else 0)
          - (if e = a ∧ c = rev a ∧ b = rev a then 1 else 0)
          - (if e = rev a ∧ c = a ∧ b = rev a then 1 else 0)
          - (if e = rev a ∧ c = rev a ∧ b = a then 1 else 0) := by
    intro a b c e
    apply indicator_three
    · exact Iff.trans (by constructor <;> intro h <;> linear_combination h)
        (four_step_iff a b c e)
    · exact ⟨fun ⟨⟨h1, h2⟩, _, h4⟩ => ⟨by rw [h1, h4, rr], h4, h2⟩,
        fun ⟨h1, h2, h3⟩ => ⟨⟨by rw [h1, h2, rr], h3⟩, by rw [h1, h3, rr], h2⟩⟩
    · exact ⟨fun ⟨⟨_, h2⟩, h3, h4⟩ => ⟨h3, by rw [h4, h2, rr], h2⟩,
        fun ⟨h1, h2, h3⟩ => ⟨⟨by rw [h1, h2], h3⟩, h1, by rw [h2, h3, rr]⟩⟩
    · exact ⟨fun ⟨⟨h1, h2⟩, h3, _⟩ => ⟨h3, h2, by rw [← rr b, ← h1, h3, rr]⟩,
        fun ⟨h1, h2, h3⟩ => ⟨⟨by rw [h1, h3], h2⟩, h1, by rw [h2, h3]⟩⟩
    · rintro ⟨⟨_, h1⟩, ⟨_, h2⟩, _, h3⟩
      rw [h2, h1, rr] at h3
      exact rne a h3
  have S : ∑ a : Step d, ∑ b : Step d, ∑ c : Step d, ∑ e : Step d,
      (if x + step a + step b + step c + step e = x then (1 : ℝ) else 0)
        = 12 * (d : ℝ) ^ 2 - 6 * d := by
    simp only [key, ite_and, Finset.sum_add_distrib, Finset.sum_sub_distrib]
    simp only [Finset.sum_ite_eq', Finset.mem_univ, if_true, Finset.sum_const,
      Finset.card_univ, Fintype.card_prod, Fintype.card_fin, Fintype.card_bool, nsmul_eq_mul,
      mul_ite, mul_zero, mul_one]
    push_cast
    ring
  rw [hm]
  simp only [← Finset.mul_sum]
  rw [S]
  ring
```

## The walk count and its values in one to three dimensions

There are now two expressions for \(\mu_4\), one from the expansion in walks and one from the direct sum. Equating them at \(t=1\) and \(x=0\) gives
\[
W_4=12d^2-6d .
\]
The statement is made in the integers, where subtraction has its ordinary meaning. The proof obtains the equation between real numbers and transfers it by injectivity of the map from \(\mathbb{Z}\) to \(\mathbb{R}\).

```lean
/-- The number of closed four-step walks on `ℤ^d` is `12d² - 6d`. -/
theorem card_closedWalks_four (d : ℕ) :
    ((closedWalks d 4).card : ℤ) = 12 * (d : ℤ) ^ 2 - 6 * d := by
  have h := moment_eq_walks d 1 4 0
  rw [fourth_moment] at h
  simp only [one_pow, one_mul] at h
  apply Int.cast_injective (α := ℝ)
  push_cast
  linarith
```

For \(t=1\) the fourth moment at every site is \(12-6=6\) on the chain, \(48-12=36\) on the square lattice and \(108-18=90\) on the simple cubic lattice. On the chain the six walks are the orderings of two hops to the right and two to the left.

```lean
/-- With unit hopping the fourth local moment is 6 on the chain, 36 on the square lattice and
90 on the simple cubic lattice. -/
theorem fourth_moment_low_dim :
    (∀ x, moment 1 1 4 x = 6) ∧ (∀ x, moment 2 1 4 x = 36) ∧ (∀ x, moment 3 1 4 x = 90) := by
  refine ⟨fun x => ?_, fun x => ?_, fun x => ?_⟩ <;> rw [fourth_moment] <;> norm_num
```

## The ratio \(\mu_4/\mu_2^2\)

Dividing by the square of the second moment removes the energy scale:
\[
\frac{\mu_4(x)}{\mu_2(x)^2}=\frac{t^4(12d^2-6d)}{4d^2t^4}=3-\frac{3}{2d},
\]
which evaluates to \(3/2\), \(9/4\) and \(5/2\) for \(d=1,2,3\). The hypotheses `hd : 0 < d` and `ht : t ≠ 0` make \(\mu_2\) nonzero, which lets `field_simp` clear the denominators before `ring` closes the polynomial identity. Without `ht`, take \(d=1\) and \(t=0\): both moments vanish, Lean's convention for division by zero sets the left side to 0, and the right side is \(3/2\).

```lean
/-- For nonzero hopping in dimension `d > 0`, the fourth local moment divided by the square
of the second is `3 - 3/(2d)`. -/
theorem normalised_fourth_moment (d : ℕ) (hd : 0 < d) (t : ℝ) (ht : t ≠ 0) (x : Site d) :
    moment d t 4 x / moment d t 2 x ^ 2 = 3 - 3 / (2 * (d : ℝ)) := by
  have hd' : (d : ℝ) ≠ 0 := Nat.cast_ne_zero.2 hd.ne'
  rw [fourth_moment, second_moment]
  field_simp
  ring

end

end HypercubicMoments
```

```lean
#print axioms HypercubicMoments.card_closedWalks_four
-- 'HypercubicMoments.card_closedWalks_four' depends on axioms: [propext, Classical.choice, Quot.sound]
#print axioms HypercubicMoments.fourth_moment_low_dim
-- 'HypercubicMoments.fourth_moment_low_dim' depends on axioms: [propext, Classical.choice, Quot.sound]
#print axioms HypercubicMoments.normalised_fourth_moment
-- 'HypercubicMoments.normalised_fourth_moment' depends on axioms: [propext, Classical.choice, Quot.sound]
```
